# Breit shift of a valence energy in a quadratic model of core relaxation

## One core rotation

Let an atomic core have one real orbital rotation $x$ with stiffness $a>0$, where $x=0$ is the core relaxed without the Breit interaction and without the valence orbital. The Breit interaction, scaled by a strength $\lambda$, pushes on it with energy gradient $\lambda b$, and a valence orbital of occupation $n$ with gradient $ng$. The Breit coupling of that orbital to the unrelaxed core adds $\lambda n d$. The energy $ax^2/2+(\lambda b+ng)x+\lambda nd$ is least at $x=-(\lambda b+ng)/a$, with value
$$E(\lambda,n)=\lambda nd-\frac{(\lambda b+ng)^2}{2a}.$$
The Breit change in the energy of adding the valence occupation is
$$\Delta=E(\lambda,n)-E(\lambda,0)-E(0,n)+E(0,0).$$
The $b^2$ and $g^2$ terms cancel, leaving $\Delta=\lambda n(d-gb/a)$. As $a\to\infty$ the core freezes and only $\lambda nd$ survives.

## Many rotations

Now $x,b,g$ are real vectors, $A$ is a symmetric positive definite orbital Hessian, $s=\lambda b+ng$, and
$$F(x)=\tfrac12x\cdot Ax+s\cdot x+\lambda nd,\qquad E(\lambda,n)=\min_xF(x).$$
The vector $x_0=-A^{-1}s$ satisfies $Ax_0=-s$. Symmetry of $A$ gives
$$\tfrac12(x-x_0)\cdot A(x-x_0)=\tfrac12x\cdot Ax+s\cdot x-\tfrac12s\cdot x_0 ,$$
and $F(x_0)=\tfrac12 s\cdot x_0+\lambda nd$, so $F(x)=F(x_0)+\tfrac12(x-x_0)\cdot A(x-x_0)$ and $x_0$ is the unique minimiser. With $\beta=b\cdot A^{-1}b$, $\gamma=g\cdot A^{-1}b$, $\eta=g\cdot A^{-1}g$,
$$E(\lambda,n)=\lambda nd-\tfrac12\left(\lambda^2\beta+2\lambda n\gamma+n^2\eta\right).$$
Then $E(\lambda,0)=-\lambda^2\beta/2$, $E(0,n)=-n^2\eta/2$, $E(0,0)=0$, and $\Delta=\lambda n(d-\gamma)$. For $n=1$ this is $\lambda d+g\cdot x_0(\lambda,0)$, where $x_0(\lambda,0)=-\lambda A^{-1}b$ is the core relaxed under Breit alone.

The relaxation part is bounded. For real $t$, $E(t,1)\le F(0)=td$ reads $\beta t^2+2\gamma t+\eta\ge0$. The discriminant gives $\gamma^2\le\beta\eta$, and multiplying by $\lambda^2n^2$ yields
$$(\Delta-\lambda nd)^2\le4E(\lambda,0)E(0,n).$$
If $g=tb$, then $\gamma=t\beta$ and $\eta=t^2\beta$, and equality holds.

In this quadratic, fixed-Hessian model, $-\lambda n\gamma$ is what separates a self-consistent Breit correction to a valence energy from a frozen-core expectation value.

## Energy, response and shift in Lean

```lean
import Mathlib

open Matrix

namespace BreitCoreRelaxation

noncomputable section

variable {ι : Type*} [Fintype ι] [DecidableEq ι]
```

The finite type `ι` labels the rotations. It may have one element, or none, in which case $\gamma=0$.

```lean
/-- Energy as a function of the core rotation `x`: orbital Hessian `A`, Breit gradient `b` with
strength `lam`, valence gradient `g` with occupation `n`, and direct Breit valence term `d`. -/
def coreEnergy (A : Matrix ι ι ℝ) (b g : ι → ℝ) (d lam n : ℝ) (x : ι → ℝ) : ℝ :=
  (x ⬝ᵥ A *ᵥ x) / 2 + (lam • b + n • g) ⬝ᵥ x + lam * n * d
```

Here `⬝ᵥ` is the dot product, `*ᵥ` the matrix–vector product and `lam` is $\lambda$. The model is postulated, not derived from a Dirac–Coulomb–Breit Hamiltonian: $A,b,g,d$ are free data. $F$ is exactly quadratic, $A$ depends on neither $\lambda$ nor $n$, the Breit coupling of the valence orbital to the core is kept only at $x=0$ (so the gradient has no term proportional to $\lambda n$, which would also change $\Delta$ at first order in $\lambda$), the valence orbital has no variables of its own, and $x$-independent terms proportional to $\lambda$ alone or to $n$ alone, which would cancel in $\Delta$, are absent. "Direct" means unrelaxed, not opposed to exchange.

```lean
/-- The relaxed energy `E(lam, n)`: the infimum of the energy over all core rotations. -/
def relaxedEnergy (A : Matrix ι ι ℝ) (b g : ι → ℝ) (d lam n : ℝ) : ℝ :=
  sInf (Set.range (coreEnergy A b g d lam n))
```

$E$ is defined as an infimum. In Lean the real `sInf` of a set unbounded below is zero, so attainment is proved before $E$ is evaluated.

```lean
/-- The linear response `-A⁻¹ (lam b + n g)` of the core to the Breit and valence gradients. -/
def relaxedRotation (A : Matrix ι ι ℝ) (b g : ι → ℝ) (lam n : ℝ) : ι → ℝ :=
  -(A⁻¹ *ᵥ (lam • b + n • g))

/-- The change, on switching on Breit with strength `lam`, of the energy of adding valence
occupation `n`: `E(lam,n) - E(lam,0) - E(0,n) + E(0,0)`. -/
def breitValenceShift (A : Matrix ι ι ℝ) (b g : ι → ℝ) (d lam n : ℝ) : ℝ :=
  relaxedEnergy A b g d lam n - relaxedEnergy A b g d lam 0
    - relaxedEnergy A b g d 0 n + relaxedEnergy A b g d 0 0
```

These are $x_0$ and $\Delta$. The theorems allow any real $n$, but for more than one valence electron the model leaves out the Breit interaction between the valence electrons. The sign refers to adding occupation, so the ionisation energy shifts by $-\Delta$ for $n=1$.

## The relaxed core

```lean
variable {A : Matrix ι ι ℝ}

omit [DecidableEq ι] in
/-- A symmetric matrix gives a symmetric bilinear form. -/
theorem form_symm {M : Matrix ι ι ℝ} (hM : Mᵀ = M) (x y : ι → ℝ) :
    x ⬝ᵥ M *ᵥ y = y ⬝ᵥ M *ᵥ x := by
  rw [Matrix.dotProduct_mulVec, ← Matrix.mulVec_transpose, hM, dotProduct_comm]
```

This is $x\cdot My=y\cdot Mx$ for symmetric $M$, applied below to $A$ and to $A^{-1}$.

```lean
/-- The linear response solves the stationarity equation `A x = -(lam b + n g)`. -/
theorem relaxedRotation_stationary (hA : A.PosDef) (b g : ι → ℝ) (lam n : ℝ) :
    A *ᵥ relaxedRotation A b g lam n = -(lam • b + n • g) := by
  have hu : IsUnit A.det := (Matrix.isUnit_iff_isUnit_det A).mp hA.isUnit
  unfold relaxedRotation
  rw [Matrix.mulVec_neg, Matrix.mulVec_mulVec, Matrix.mul_nonsing_inv A hu, Matrix.one_mulVec]
```

The hypothesis `A.PosDef` includes symmetry and states that the reference core is stable against all the rotations kept. Rotations into negative-energy Dirac states, along which the energy goes down, are thereby excluded. It makes the determinant invertible, and $AA^{-1}=1$ gives $Ax_0=-s$.

```lean
/-- Completing the square: the energy at any rotation is the energy at the linear response
plus half the Hessian form of the displacement from it. -/
theorem coreEnergy_complete_square (hA : A.PosDef) (b g : ι → ℝ) (d lam n : ℝ) (x : ι → ℝ) :
    coreEnergy A b g d lam n x
      = coreEnergy A b g d lam n (relaxedRotation A b g lam n)
        + ((x - relaxedRotation A b g lam n) ⬝ᵥ A *ᵥ (x - relaxedRotation A b g lam n)) / 2 := by
  have hT : Aᵀ = A := by
    rw [← Matrix.conjTranspose_eq_transpose_of_trivial]
    exact hA.isHermitian.eq
  have h := relaxedRotation_stationary hA b g lam n
  unfold coreEnergy
  generalize relaxedRotation A b g lam n = y at h ⊢
  generalize lam • b + n • g = s at h ⊢
  -- stationarity turns the cross terms into the linear term of the energy
  have h1 : x ⬝ᵥ A *ᵥ y = -(s ⬝ᵥ x) := by rw [h, dotProduct_neg, dotProduct_comm]
  have h2 : y ⬝ᵥ A *ᵥ y = -(s ⬝ᵥ y) := by rw [h, dotProduct_neg, dotProduct_comm]
  have h3 := form_symm hT y x
  simp only [Matrix.mulVec_sub, sub_dotProduct, dotProduct_sub]
  linarith
```

After `generalize`, only the equation $Ay=-s$ is known about `y`, which stands for $x_0$. The steps `h1` and `h2` are $x\cdot Ax_0=-s\cdot x$ and $x_0\cdot Ax_0=-s\cdot x_0$, `h3` equates the two cross terms, and `linarith` collects the expansion.

```lean
/-- Every core rotation other than the linear response has a strictly higher energy. -/
theorem relaxedRotation_strict_min (hA : A.PosDef) (b g : ι → ℝ) (d lam n : ℝ) (x : ι → ℝ)
    (hx : x ≠ relaxedRotation A b g lam n) :
    coreEnergy A b g d lam n (relaxedRotation A b g lam n) < coreEnergy A b g d lam n x := by
  have pos : ∀ y : ι → ℝ, y ≠ 0 → 0 < y ⬝ᵥ A *ᵥ y := fun y hy => by
    simpa using hA.dotProduct_mulVec_pos hy
  have h1 := pos _ (sub_ne_zero.mpr hx)
  have h2 := coreEnergy_complete_square hA b g d lam n x
  linarith
```

For $x\ne x_0$ the square is strictly positive.

```lean
/-- The relaxed energy is a true minimum over core rotations, and it is attained at the
linear response. -/
theorem relaxedEnergy_isLeast (hA : A.PosDef) (b g : ι → ℝ) (d lam n : ℝ) :
    IsLeast (Set.range (coreEnergy A b g d lam n)) (relaxedEnergy A b g d lam n) ∧
      relaxedEnergy A b g d lam n = coreEnergy A b g d lam n (relaxedRotation A b g lam n) := by
  have h : IsLeast (Set.range (coreEnergy A b g d lam n))
      (coreEnergy A b g d lam n (relaxedRotation A b g lam n)) := by
    refine ⟨⟨_, rfl⟩, ?_⟩
    rintro _ ⟨x, rfl⟩
    by_cases hx : x = relaxedRotation A b g lam n
    · exact le_of_eq (by rw [← hx])
    · exact (relaxedRotation_strict_min hA b g d lam n x hx).le
  have he : relaxedEnergy A b g d lam n
      = coreEnergy A b g d lam n (relaxedRotation A b g lam n) := h.csInf_eq
  refine ⟨?_, he⟩
  rw [he]
  exact h
```

`IsLeast` says that $E$ is a value of $F$ and a lower bound of all values. The cases $x=x_0$ and $x\neq x_0$ show this for $F(x_0)$, and `csInf_eq` identifies $F(x_0)$ with the infimum.

```lean
/-- Closed form of the relaxed energy: the direct term minus Breit-Breit, Breit-valence and
valence-valence relaxation terms. -/
theorem relaxedEnergy_eq (hA : A.PosDef) (b g : ι → ℝ) (d lam n : ℝ) :
    relaxedEnergy A b g d lam n
      = lam * n * d - (lam ^ 2 * (b ⬝ᵥ A⁻¹ *ᵥ b) + 2 * lam * n * (g ⬝ᵥ A⁻¹ *ᵥ b)
          + n ^ 2 * (g ⬝ᵥ A⁻¹ *ᵥ g)) / 2 := by
  have hT : Aᵀ = A := by
    rw [← Matrix.conjTranspose_eq_transpose_of_trivial]
    exact hA.isHermitian.eq
  have hI : (A⁻¹)ᵀ = A⁻¹ := by rw [Matrix.transpose_nonsing_inv, hT]
  have hs := form_symm hI b g
  rw [(relaxedEnergy_isLeast hA b g d lam n).2]
  unfold coreEnergy
  -- at the stationary point the quadratic term is minus one half of the linear term
  rw [relaxedRotation_stationary hA, dotProduct_neg,
    dotProduct_comm (relaxedRotation A b g lam n)]
  simp only [relaxedRotation, dotProduct_neg, Matrix.mulVec_add, Matrix.mulVec_smul,
    dotProduct_add, add_dotProduct, smul_dotProduct, dotProduct_smul, smul_eq_mul]
  rw [hs]
  ring
```

Stationarity replaces $x_0\cdot Ax_0$ by $-s\cdot x_0$, bilinearity expands $s\cdot A^{-1}s$, and `hs` merges $b\cdot A^{-1}g$ with $\gamma$.

## The shift and the size of its relaxation part

```lean
/-- For any valence occupation `n` the Breit valence shift is `lam n (d - g·A⁻¹b)`. -/
theorem breitValenceShift_eq (hA : A.PosDef) (b g : ι → ℝ) (d lam n : ℝ) :
    breitValenceShift A b g d lam n = lam * n * (d - g ⬝ᵥ A⁻¹ *ᵥ b) := by
  simp only [breitValenceShift, relaxedEnergy_eq hA]
  ring
```

Four substitutions of the closed form and `ring` perform the cancellation.

```lean
/-- For one valence electron, `E(lam,1) - E(lam,0) - E(0,1) + E(0,0) = lam (d - g·A⁻¹b)`; this
is the direct term plus `g` contracted with the core rotation relaxed under Breit alone. -/
theorem one_electron_shift (hA : A.PosDef) (b g : ι → ℝ) (d lam : ℝ) :
    relaxedEnergy A b g d lam 1 - relaxedEnergy A b g d lam 0
        - relaxedEnergy A b g d 0 1 + relaxedEnergy A b g d 0 0
      = lam * (d - g ⬝ᵥ A⁻¹ *ᵥ b) ∧
    lam * (d - g ⬝ᵥ A⁻¹ *ᵥ b) = lam * d + g ⬝ᵥ relaxedRotation A b g lam 0 := by
  constructor
  · have h := breitValenceShift_eq hA b g d lam 1
    rw [mul_one] at h
    exact h
  · simp only [relaxedRotation, zero_smul, add_zero, Matrix.mulVec_smul, dotProduct_neg,
      dotProduct_smul, smul_eq_mul]
    ring
```

The first conjunct is the one-electron formula $\lambda(d-g\cdot A^{-1}b)$. The second rewrites it with $x_0(\lambda,0)$.

```lean
/-- The square of the core-relaxation part of the shift is at most four times the product of
the Breit-only energy `E(lam,0)` and the valence-only energy `E(0,n)`. -/
theorem relaxation_sq_le (hA : A.PosDef) (b g : ι → ℝ) (d lam n : ℝ) :
    (breitValenceShift A b g d lam n - lam * n * d) ^ 2
      ≤ 4 * relaxedEnergy A b g d lam 0 * relaxedEnergy A b g d 0 n := by
  -- relaxing can only lower the energy below its value at x = 0
  have hq : ∀ t : ℝ,
      0 ≤ (b ⬝ᵥ A⁻¹ *ᵥ b) * (t * t) + 2 * (g ⬝ᵥ A⁻¹ *ᵥ b) * t + g ⬝ᵥ A⁻¹ *ᵥ g := by
    intro t
    have h1 : relaxedEnergy A b g d t 1 ≤ coreEnergy A b g d t 1 0 :=
      (relaxedEnergy_isLeast hA b g d t 1).1.2 ⟨0, rfl⟩
    have h0 : coreEnergy A b g d t 1 0 = t * 1 * d := by simp [coreEnergy]
    rw [h0, relaxedEnergy_eq hA] at h1
    nlinarith [h1]
  -- a nonnegative quadratic has nonpositive discriminant
  have hd := discrim_le_zero hq
  unfold discrim at hd
  have hc : 0 ≤ (b ⬝ᵥ A⁻¹ *ᵥ b) * (g ⬝ᵥ A⁻¹ *ᵥ g) - (g ⬝ᵥ A⁻¹ *ᵥ b) ^ 2 := by
    nlinarith [hd]
  rw [breitValenceShift_eq hA, relaxedEnergy_eq hA, relaxedEnergy_eq hA]
  nlinarith [mul_nonneg (sq_nonneg (lam * n)) hc]
```

The quadratic inequality in $t$ is `hq`, `discrim_le_zero` supplies the discriminant, and `hc` is $\beta\eta-\gamma^2\ge0$. This is a Cauchy–Schwarz inequality for $A^{-1}$. The energies on the right are pure relaxation energies, because $F(0)=0$ when $\lambda=0$ or $n=0$.

```lean
/-- The bound on the core-relaxation part is an equality when the valence gradient is
proportional to the Breit gradient. -/
theorem relaxation_sq_eq_of_parallel (hA : A.PosDef) (b : ι → ℝ) (t d lam n : ℝ) :
    (breitValenceShift A b (t • b) d lam n - lam * n * d) ^ 2
      = 4 * relaxedEnergy A b (t • b) d lam 0 * relaxedEnergy A b (t • b) d 0 n := by
  rw [breitValenceShift_eq hA, relaxedEnergy_eq hA, relaxedEnergy_eq hA]
  simp only [Matrix.mulVec_smul, smul_dotProduct, dotProduct_smul, smul_eq_mul]
  ring

end

end BreitCoreRelaxation
```

Proportionality $g=tb$ is shown to be sufficient for equality; no converse is stated.

```lean
#print axioms BreitCoreRelaxation.breitValenceShift_eq
-- 'BreitCoreRelaxation.breitValenceShift_eq' depends on axioms: [propext, Classical.choice, Quot.sound]
#print axioms BreitCoreRelaxation.one_electron_shift
-- 'BreitCoreRelaxation.one_electron_shift' depends on axioms: [propext, Classical.choice, Quot.sound]
#print axioms BreitCoreRelaxation.relaxation_sq_le
-- 'BreitCoreRelaxation.relaxation_sq_le' depends on axioms: [propext, Classical.choice, Quot.sound]
#print axioms BreitCoreRelaxation.relaxation_sq_eq_of_parallel
-- 'BreitCoreRelaxation.relaxation_sq_eq_of_parallel' depends on axioms: [propext, Classical.choice, Quot.sound]
```

## Stationary value instead of minimum

Defining $E$ as $F(x_0)$ would need only a symmetric invertible $A$, and would admit saddle points such as those that negative-energy rotations produce. The closed form and $\Delta=\lambda n(d-\gamma)$ would follow by the same algebra, while minimality and the bound, which rests on $E\le F(0)$, would be lost. This variant, like the limit $a\to\infty$, is argued informally and is not among the theorems above.
